# Restarted relaxation of a harmonic cell keeps the bias of a constant Pulay slope

The cell is described by one real number, its volume $V$. Its true equilibrium volume, `V0` in the code, is written $V_*$ here, because $V_0$ will mean the first member `V 0` of a sequence of volumes. The stiffness is $K$, and $B$ is the volume at which the basis set was last built. The numbers $s$ and $m$ are the slope and curvature, at $V=B$, of the basis-set error as the cell changes with the basis held fixed.

## The energy of the cell and the error of its basis

```lean
import Mathlib

open Filter Topology

namespace RestartedCellRelaxation

noncomputable section

/-- The true energy of a cell of volume `V`: a harmonic well of stiffness `K` with
its minimum at `V0`. -/
def trueEnergy (K V0 V : ℝ) : ℝ := K * (V - V0) ^ 2 / 2
```

The true energy is $E(V)=\tfrac12K(V-V_*)^2$, measured from its minimum. In the code, `ℝ` is the type of real numbers, and `trueEnergy K V0 V` is a function applied to three arguments. Nothing restricts $V$ to positive values, so the model is meant for small changes around equilibrium.

```lean
/-- The change of the basis-set error when the cell goes from volume `B`, where the basis
was set up, to volume `V`, with slope `s` and curvature `m`. -/
def basisError (s m B V : ℝ) : ℝ := s * (V - B) + m * (V - B) ^ 2 / 2
```

The basis-set error changes by $s(V-B)+\tfrac12m(V-B)^2$ between $B$ and $V$. The slope $s$ stands for the Pulay stress: if a plane-wave basis is kept while the cell expands, its effective cutoff falls and the energy is too high, which corresponds to $s>0$. The model postulates that $s$ and $m$ are the same after every reset.

```lean
/-- The model's computed energy at volume `V` with the basis that was set up at volume `B`: the true
energy plus the change of the basis-set error since `B`. The error at `B` itself is left out. -/
def computedEnergy (K V0 s m B V : ℝ) : ℝ := trueEnergy K V0 V + basisError s m B V
```

The computed energy is the sum
$$E_B(V)=\tfrac12K(V-V_*)^2+s(V-B)+\tfrac12m(V-B)^2 .$$
The error that a finite basis already has at $V=B$ is left out; during one relaxation it is a constant, so it does not affect which volume minimizes $E_B$. With this choice $E_B(B)=E(B)$, but the slope of $E_B$ there differs from the true slope by $s$.

```lean
/-- A sequence of volumes is a restarted relaxation if each volume minimizes the energy
computed with the basis reset at the preceding volume. -/
def IsRestartedRelaxation (K V0 s m : ℝ) (V : ℕ → ℝ) : Prop :=
  ∀ k W, computedEnergy K V0 s m (V k) (V (k + 1)) ≤ computedEnergy K V0 s m (V k) W
```

A sequence `V : ℕ → ℝ` assigns a volume $V_k$ to each $k=0,1,2,\dots$. It is a restarted relaxation if, for every $k$ and every real $W$, $E_{V_k}(V_{k+1})\le E_{V_k}(W)$. Each relaxation is thus idealised as reaching the exact global minimum. No update formula is assumed.

In a plane-wave calculation that holds its basis fixed during each relaxation, run $k$ reads the cell $V_k$, lists the plane waves below the chosen cutoff, keeps that list while the cell moves, and stops at $V_{k+1}$. The restart reads $V_{k+1}$ and builds a new list with the same cutoff.

## One relaxation is one linear equation

```lean
variable {K V0 s m : ℝ}

/-- For `K > 0` and `m ≥ 0`, a volume `U` minimizes the computed energy exactly when the
slope of the computed energy vanishes there. -/
theorem minimizes_iff_slope_zero (hK : 0 < K) (hm : 0 ≤ m) {B U : ℝ} :
    (∀ W, computedEnergy K V0 s m B U ≤ computedEnergy K V0 s m B W) ↔
      K * (U - V0) + s + m * (U - B) = 0 := by
  have hp : 0 < K + m := by linarith
  obtain ⟨g, hg⟩ : ∃ g, g = K * (U - V0) + s + m * (U - B) := ⟨_, rfl⟩
  -- exact expansion of the computed energy about `U`
  have key : ∀ W, computedEnergy K V0 s m B W =
      computedEnergy K V0 s m B U + g * (W - U) + (K + m) / 2 * (W - U) ^ 2 := by
    intro W
    rw [hg]
    unfold computedEnergy trueEnergy basisError
    ring
  rw [← hg]
  constructor
  · intro h
    -- a Newton step `t` would lower the energy unless it vanishes
    obtain ⟨t, ht⟩ : ∃ t, g = (K + m) * t := ⟨g / (K + m), by field_simp⟩
    have h1 := h (U - t)
    have h2 := key (U - t)
    rw [ht] at h2
    have h3 : (K + m) * t ^ 2 ≤ 0 := by nlinarith
    have h4 : t = 0 := by
      by_contra hne
      have h5 : 0 < (K + m) * t ^ 2 := by positivity
      linarith
    rw [ht, h4, mul_zero]
  · intro h W
    have h1 := key W
    rw [h] at h1
    have h2 : 0 ≤ (K + m) / 2 * (W - U) ^ 2 := by positivity
    linarith
```

The curly braces declare arbitrary real parameters that Lean infers from context. The hypotheses `hK` and `hm` say $K>0$ and $m\ge0$. The theorem states that $U$ minimizes $E_B$ if and only if
$$g:=K(U-V_*)+s+m(U-B)=0 .$$

To derive this, write $W-V_*=(U-V_*)+(W-U)$ and $W-B=(U-B)+(W-U)$, and expand the squares:
$$E_B(W)=E_B(U)+g\,(W-U)+\tfrac12(K+m)(W-U)^2 .$$
This is `key`, which `ring` verifies as a polynomial identity.

If $U$ is a minimizer, set $t=g/(K+m)$ and try $W=U-t$. Then
$$E_B(U-t)=E_B(U)-\tfrac12(K+m)t^2 .$$
Minimality forces $(K+m)t^2\le0$, hence $t=0$ and $g=0$. Here `nlinarith` obtains the inequality, and `positivity` supplies the contradiction if $t\ne0$. Conversely, if $g=0$, the remaining quadratic term is nonnegative, so $E_B(W)\ge E_B(U)$ for all $W$.

## The error ratio

```lean
/-- For `K > 0` and `m ≥ 0`, each restart multiplies the distance from `V0 - s / K` by
`m / (K + m)`. -/
theorem error_step (hK : 0 < K) (hm : 0 ≤ m) {V : ℕ → ℝ}
    (hV : IsRestartedRelaxation K V0 s m V) (k : ℕ) :
    V (k + 1) - (V0 - s / K) = m / (K + m) * (V k - (V0 - s / K)) := by
  have hp : 0 < K + m := by linarith
  have h := (minimizes_iff_slope_zero hK hm).1 (hV k)
  have hs : K * (s / K) = s := by field_simp
  rw [div_mul_eq_mul_div, eq_div_iff hp.ne']
  linear_combination h + hs
```

Let $e_k=V_k-(V_*-s/K)$ be the distance from the biased volume. The preceding theorem, with $B=V_k$ and $U=V_{k+1}$, gives
$$K(V_{k+1}-V_*)+s+m(V_{k+1}-V_k)=0 .$$
The first two terms add up to $Ke_{k+1}$, and $V_{k+1}-V_k=e_{k+1}-e_k$. Therefore
$$(K+m)e_{k+1}=m\,e_k,\qquad e_{k+1}=r\,e_k,\qquad r=\frac{m}{K+m}.$$
In the proof, `h` is the slope equation and `hs` is $K(s/K)=s$. After the denominator is cleared, `linear_combination h + hs` checks that the sum of these two equations gives the goal.

```lean
/-- For `K > 0` and `m ≥ 0`, the distance from `V0 - s / K` after `k` relaxations is the
initial distance times the `k`-th power of `m / (K + m)`. -/
theorem error_after (hK : 0 < K) (hm : 0 ≤ m) {V : ℕ → ℝ}
    (hV : IsRestartedRelaxation K V0 s m V) (k : ℕ) :
    V k - (V0 - s / K) = (m / (K + m)) ^ k * (V 0 - (V0 - s / K)) := by
  induction k with
  | zero => simp
  | succ k ih =>
    rw [error_step hK hm hV, ih, pow_succ]
    ring
```

Repeating the step gives $e_k=r^ke_0$. The proof is by induction: for $k=0$ both sides are $e_0$, and if the formula holds at $k$, then $e_{k+1}=r\,e_k=r^{k+1}e_0$. The name `ih` is the induction hypothesis. When $m=0$, the convention $r^0=1$ keeps the formula correct at the start, and $e_k=0$ for every $k\ge1$: the first relaxation already lands on the biased volume.

```lean
/-- For `K > 0` and `m ≥ 0`, exactly one restarted relaxation begins at any given
volume `a`. -/
theorem existsUnique_relaxation (hK : 0 < K) (hm : 0 ≤ m) (a : ℝ) :
    ∃! V : ℕ → ℝ, V 0 = a ∧ IsRestartedRelaxation K V0 s m V := by
  have hp : K + m ≠ 0 := by positivity
  have hs : K * (s / K) = s := by field_simp
  have hr : (K + m) * (m / (K + m)) = m := by field_simp
  refine ⟨fun k => V0 - s / K + (m / (K + m)) ^ k * (a - (V0 - s / K)), ⟨by simp, ?_⟩, ?_⟩
  · -- the geometric sequence makes the computed slope vanish at every step
    intro k
    refine (minimizes_iff_slope_zero hK hm).2 ?_
    simp only [pow_succ]
    linear_combination (-1) * hs + (m / (K + m)) ^ k * (a - (V0 - s / K)) * hr
  · rintro W ⟨h0, hW⟩
    funext k
    have h := error_after hK hm hW k
    rw [h0] at h
    show W k = V0 - s / K + (m / (K + m)) ^ k * (a - (V0 - s / K))
    linear_combination h
```

The symbol `∃!` means "there exists exactly one". For each starting volume $a$ there is exactly one restarted relaxation with $V_0=a$, so the other theorems describe sequences that do exist.

For existence, take $V_k=V_*-s/K+r^kc$ with $c=a-(V_*-s/K)$. The slope at step $k$ is
$$K\left(r^{k+1}c-\frac sK\right)+s+m(r^{k+1}-r^k)c=r^kc\,[(K+m)r-m]=0,$$
so each volume is the required minimizer. For uniqueness, the error formula fixes every member of any such sequence once $a$ is given; `funext k` reduces equality of two sequences to equality at each $k$.

## The limit and the remaining bias

```lean
/-- For `K > 0` and `m ≥ 0`, every restarted relaxation converges to the volume
`V0 - s / K`. -/
theorem tendsto_biased_volume (hK : 0 < K) (hm : 0 ≤ m) {V : ℕ → ℝ}
    (hV : IsRestartedRelaxation K V0 s m V) :
    Tendsto V atTop (𝓝 (V0 - s / K)) := by
  have hp : 0 < K + m := by linarith
  have h0 : 0 ≤ m / (K + m) := by positivity
  have h1 : m / (K + m) < 1 := by
    rw [div_lt_one hp]
    linarith
  have h := ((tendsto_pow_atTop_nhds_zero_of_lt_one h0 h1).mul_const
    (V 0 - (V0 - s / K))).add_const (V0 - s / K)
  rw [zero_mul, zero_add] at h
  have e : ∀ k, (m / (K + m)) ^ k * (V 0 - (V0 - s / K)) + (V0 - s / K) = V k := by
    intro k
    linear_combination -(error_after hK hm hV k)
  exact h.congr e
```

`Tendsto V atTop (𝓝 x)` is Lean's way of writing $V_k\to x$ as $k\to\infty$. Since $K>0$ and $m\ge0$, we have $0\le r<1$, so $r^k\to0$. Multiplying by the constant $e_0$ and adding $V_*-s/K$ gives $V_k\to V_*-s/K$. The final `congr` replaces the explicit formula by $V_k$.

```lean
/-- Restarting does not remove the Pulay bias in the limit: for `K > 0`, `m ≥ 0` and `s ≠ 0`, every
restarted relaxation approaches `V0 - s / K` with error ratio `m / (K + m)`, and it does not
converge to the true equilibrium volume `V0`. -/
theorem restarting_keeps_pulay_bias (hK : 0 < K) (hm : 0 ≤ m) (hs : s ≠ 0) {V : ℕ → ℝ}
    (hV : IsRestartedRelaxation K V0 s m V) :
    (∀ k, V (k + 1) - (V0 - s / K) = m / (K + m) * (V k - (V0 - s / K))) ∧
      Tendsto V atTop (𝓝 (V0 - s / K)) ∧ ¬ Tendsto V atTop (𝓝 V0) := by
  have hlim := tendsto_biased_volume hK hm hV
  refine ⟨error_step hK hm hV, hlim, fun h => ?_⟩
  have heq := tendsto_nhds_unique h hlim
  exact div_ne_zero hs hK.ne' (by linarith)
```

With the added hypothesis $s\ne0$, the theorem collects three statements joined by `∧`, "and": the error ratio is $r$, the sequence tends to $V_*-s/K$, and it does not tend to $V_*$. If it also tended to $V_*$, uniqueness of limits would give $V_*=V_*-s/K$, hence $s/K=0$, which contradicts $s\ne0$.

For simulation practice this means that, in a one-parameter harmonic cell with a fixed error slope, volumes that stop changing between restarts do not show that the Pulay bias is gone. With $K=9m$, for example, each restart reduces the distance to the limit tenfold, while the limit itself stays $s/K$ below the true equilibrium when $s>0$.

```lean
/-- For `K > 0` and `m ≥ 0`, the true energy along a restarted relaxation tends to
`s ^ 2 / (2 * K)`, measured from the minimum of the well. -/
theorem tendsto_trueEnergy (hK : 0 < K) (hm : 0 ≤ m) {V : ℕ → ℝ}
    (hV : IsRestartedRelaxation K V0 s m V) :
    Tendsto (fun k => trueEnergy K V0 (V k)) atTop (𝓝 (s ^ 2 / (2 * K))) := by
  have hs : K * (s / K) = s := by field_simp
  have hc : Continuous (fun W => trueEnergy K V0 W) := by
    simp only [trueEnergy]
    fun_prop
  have h : Tendsto (fun k => trueEnergy K V0 (V k)) atTop
      (𝓝 (trueEnergy K V0 (V0 - s / K))) :=
    (hc.tendsto _).comp (tendsto_biased_volume hK hm hV)
  have e : trueEnergy K V0 (V0 - s / K) = s ^ 2 / (2 * K) := by
    unfold trueEnergy
    linear_combination (s / K) / 2 * hs
  rwa [e] at h
```

The true energy is a continuous function of volume, so its limit along the sequence is its value at the limiting volume:
$$E(V_k)\to\tfrac12K\left(-\frac sK\right)^2=\frac{s^2}{2K}.$$
In the proof, `hc` is the continuity, and `e` evaluates the energy at the limit. This is the energy of the well without the basis-set error, and its minimum is zero.

## Starting at the correct volume

```lean
/-- For `K > 0` and `m ≥ 0`, a run started at the true equilibrium volume lies below it by
`(s / K) * (1 - (m / (K + m)) ^ n)` after `n` relaxations. -/
theorem bias_from_exact_start (hK : 0 < K) (hm : 0 ≤ m) {V : ℕ → ℝ}
    (hV : IsRestartedRelaxation K V0 s m V) (h0 : V 0 = V0) (n : ℕ) :
    V0 - V n = s / K * (1 - (m / (K + m)) ^ n) := by
  have h := error_after hK hm hV n
  rw [h0] at h
  linear_combination -h
```

Suppose the first cell is already correct, $V_0=V_*$; this is the hypothesis `h0 : V 0 = V0`. Then $e_0=s/K$, and $e_n=r^ne_0$ becomes
$$V_n-V_*+\frac sK=r^n\frac sK,\qquad V_*-V_n=\frac sK(1-r^n).$$
For $s>0$ the relaxed cell is too small after every relaxation; for $s<0$ it is too large.

```lean
/-- For `K`, `m` and `s` all positive, every restart of a run started at the true equilibrium
volume strictly increases the bias. -/
theorem bias_grows_from_exact_start (hK : 0 < K) (hm : 0 < m) (hs : 0 < s) {V : ℕ → ℝ}
    (hV : IsRestartedRelaxation K V0 s m V) (h0 : V 0 = V0) :
    StrictMono (fun n => V0 - V n) := by
  have hp : 0 < K + m := by linarith
  have h1 : m / (K + m) < 1 := by
    rw [div_lt_one hp]
    linarith
  refine strictMono_nat_of_lt_succ fun n => ?_
  have hlt : (m / (K + m)) ^ (n + 1) < (m / (K + m)) ^ n := by
    rw [pow_succ]
    exact mul_lt_of_lt_one_right (by positivity) h1
  show V0 - V n < V0 - V (n + 1)
  rw [bias_from_exact_start hK hm.le hV h0 n, bias_from_exact_start hK hm.le hV h0 (n + 1)]
  exact mul_lt_mul_of_pos_left (by linarith) (div_pos hs hK)

end

end RestartedCellRelaxation
```

`StrictMono` says that the bias $V_*-V_n$ increases strictly with $n$. Here $s$ and $m$ must both be positive, so $0<r<1$ and $r^{n+1}<r^n$. It follows that $1-r^n<1-r^{n+1}$, and multiplication by $s/K>0$ preserves the inequality. The proof compares consecutive members in this way, and `strictMono_nat_of_lt_succ` extends the comparison to all pairs. For $m=0$ the growth is not strict: the first relaxation produces the whole bias $s/K$, and later ones leave it unchanged.

```lean
#print axioms RestartedCellRelaxation.existsUnique_relaxation
-- 'RestartedCellRelaxation.existsUnique_relaxation' depends on axioms: [propext, Classical.choice, Quot.sound]
#print axioms RestartedCellRelaxation.restarting_keeps_pulay_bias
-- 'RestartedCellRelaxation.restarting_keeps_pulay_bias' depends on axioms: [propext, Classical.choice, Quot.sound]
#print axioms RestartedCellRelaxation.tendsto_trueEnergy
-- 'RestartedCellRelaxation.tendsto_trueEnergy' depends on axioms: [propext, Classical.choice, Quot.sound]
#print axioms RestartedCellRelaxation.bias_grows_from_exact_start
-- 'RestartedCellRelaxation.bias_grows_from_exact_start' depends on axioms: [propext, Classical.choice, Quot.sound]
```
